# The second-order Stark factors of a rigid linear rotor sum to zero over M for every J ≥ 1

A polar linear molecule, treated as a rigid rotor without angular momentum about its own axis, rotates in a weak, uniform electric field. The field couples to the dipole through $-w\cos\theta$, where $w$ is the dipole moment times the field strength and $\theta$ is the angle between them. Since $\cos\theta$ has no matrix elements within a level $J$, the first-order shift vanishes. Since it conserves $M$, the projection of the angular momentum on the field direction, each $M$ can be treated separately at second order. How do the $2J+1$ components split, and does their mean energy move?

## Levels, couplings and the perturbation sum

```lean
import Mathlib

open Finset

namespace RotorStarkEffect

noncomputable section
```

The squared matrix element of $\cos\theta$ between $(J,M)$ and $(J+1,M)$ is

$$a(J,M)=\frac{(J+1)^2-M^2}{(2J+1)(2J+3)}.$$

It is `cosSq`, defined for real arguments.

```lean
/-- The squared matrix element of `cos θ` between the rotor states `(J, M)` and `(J + 1, M)`, for a
natural number `J` and an integer `M` with `|M| ≤ J`; the formula is extended to real arguments. -/
def cosSq (J M : ℝ) : ℝ := ((J + 1) ^ 2 - M ^ 2) / ((2 * J + 1) * (2 * J + 3))
```

The field-free energies are $E_J=BJ(J+1)$, with rotational constant $B$.

```lean
/-- The energy `B J (J + 1)` of a rigid linear rotor with rotational constant `B`. -/
def level (B : ℝ) (J : ℕ) : ℝ := B * J * (J + 1)
```

The perturbation connects only neighbouring levels. In `couplingSq`, $J$ and $K$ are natural numbers and $M$ is an integer.

```lean
/-- The squared matrix element of the perturbation `-w cos θ` between the levels `J` and `K`
at fixed `M`, where `w` is the dipole moment times the field; only neighbours are coupled. -/
def couplingSq (w : ℝ) (M : ℤ) (J K : ℕ) : ℝ :=
  if K = J + 1 then w ^ 2 * cosSq J M
  else if J = K + 1 then w ^ 2 * cosSq K M
  else 0
```

The shift is the second-order sum over all levels $K\neq J$ below a cutoff $N$, each squared coupling being divided by $E_J-E_K$.

```lean
/-- The second-order Stark shift of the state `(J, M)`, summed over all other levels
below the cutoff `N`, for `B ≠ 0`. -/
def starkShift (N : ℕ) (B w : ℝ) (J : ℕ) (M : ℤ) : ℝ :=
  ∑ K ∈ (range N).erase J, couplingSq w M J K / (level B J - level B K)
```

The dependence on $J$ and $M$ is collected in the Stark factor

$$F(J,M)=\frac{a(J-1,M)}{J}-\frac{a(J,M)}{J+1}.$$

```lean
/-- The dimensionless Stark factor for `J ≥ 1`: the term of the lower neighbouring level minus that
of the upper one, each a squared matrix element of `cos θ` divided by `J` or `J + 1`. -/
def starkFactor (J M : ℝ) : ℝ := cosSq (J - 1) M / J - cosSq J M / (J + 1)
```

The matrix elements and the perturbation formula enter as definitions; they are not derived from spherical harmonics or from an eigenvalue problem. Centrifugal distortion, hyperfine structure and higher orders in the field are left out. So is the electronic polarizability, which in a real molecule also shifts the levels at second order in the field and does move their mean energy. A different model would take the Hamiltonian matrix at fixed $M$, with levels starting at $|M|$, and define the shift as the $w^2$ term of an eigenvalue. The perturbation sum would then be a theorem to prove, while the algebra below would stay the same.

## (a) Closed form of the Stark factor

**Task.** For real $J\ge1$ and real $M$, show that

$$F(J,M)=\frac{J(J+1)-3M^2}{J(J+1)(2J-1)(2J+3)}.$$

**Solution.** Over the common denominator $J(J+1)(2J-1)(2J+1)(2J+3)$ the numerator is

$$(J+1)(2J+3)(J^2-M^2)-J(2J-1)\big((J+1)^2-M^2\big).$$

The terms without $M$ give $J(J+1)[J(2J+3)-(2J-1)(J+1)]=J(J+1)(2J+1)$. The coefficient of $M^2$ is $-(2J^2+5J+3)+(2J^2-J)=-3(2J+1)$. The factor $2J+1$ cancels.

In Lean, `hJ` makes every denominator nonzero, `div_eq_div_iff` cross-multiplies, and `ring` checks the polynomial identity.

```lean
/-- The closed form of the Stark factor for `J ≥ 1`. -/
theorem starkFactor_eq (J M : ℝ) (hJ : 1 ≤ J) :
    starkFactor J M =
      (J * (J + 1) - 3 * M ^ 2) / (J * (J + 1) * (2 * J - 1) * (2 * J + 3)) := by
  have h0 : J ≠ 0 := by linarith
  have h1 : J + 1 ≠ 0 := by linarith
  have h2 : 2 * J - 1 ≠ 0 := by linarith
  have h3 : 2 * J + 1 ≠ 0 := by linarith
  have h4 : 2 * J + 3 ≠ 0 := by linarith
  unfold starkFactor cosSq
  rw [show 2 * (J - 1) + 1 = 2 * J - 1 by ring,
    show 2 * (J - 1) + 3 = 2 * J + 1 by ring, show J - 1 + 1 = J by ring]
  -- combine the two fractions and cross-multiply
  have hA : (2 * J - 1) * (2 * J + 1) * J ≠ 0 := mul_ne_zero (mul_ne_zero h2 h3) h0
  have hB : (2 * J + 1) * (2 * J + 3) * (J + 1) ≠ 0 := mul_ne_zero (mul_ne_zero h3 h4) h1
  have hC : J * (J + 1) * (2 * J - 1) * (2 * J + 3) ≠ 0 :=
    mul_ne_zero (mul_ne_zero (mul_ne_zero h0 h1) h2) h4
  rw [div_div, div_div, div_sub_div _ _ hA hB, div_eq_div_iff (mul_ne_zero hA hB) hC]
  ring
```

## (b) From the perturbation sum to the closed form

**Task.** Let $\Delta$ be the shift `starkShift N B w J M`. For $B\ne0$, $J\ge1$ and $N>J+1$, show that

$$2B\,\Delta=w^2\,\frac{J(J+1)-3M^2}{J(J+1)(2J-1)(2J+3)}.$$

**Solution.** Only $K=J-1$ and $K=J+1$ contribute. The energy differences are $E_J-E_{J-1}=2BJ$ and $E_J-E_{J+1}=-2B(J+1)$, so

$$\Delta=\frac{w^2a(J-1,M)}{2BJ}-\frac{w^2a(J,M)}{2B(J+1)}=\frac{w^2}{2B}F(J,M),$$

and (a) finishes the argument. For a rigid rotor at second order, a basis that reaches level $J+1$ therefore already gives the full shift.

The proof writes $J=n+1$. `hsub` and `hzero` reduce the sum to the pair $\{n,n+2\}$, and `hgd` and `hgu` are the two energy differences. The theorem accepts any integer $M$; the physical states have $|M|\le J$. At $|M|=J$ the lower state does not exist, and $a(J-1,\pm J)=0$ removes its term.

```lean
/-- The second-order Stark shift of a rotor level with `J ≥ 1`, multiplied by `2B`, is `w²` times
the closed form of the Stark factor, for `B ≠ 0` and every cutoff that includes the level `J + 1`.
-/
theorem starkShift_eq (N : ℕ) (B w : ℝ) (J : ℕ) (M : ℤ)
    (hB : B ≠ 0) (hJ : 1 ≤ J) (hN : J + 1 < N) :
    2 * B * starkShift N B w J M =
      w ^ 2 * (((J : ℝ) * (J + 1) - 3 * (M : ℝ) ^ 2) /
        ((J : ℝ) * (J + 1) * (2 * J - 1) * (2 * J + 3))) := by
  rw [← starkFactor_eq (J : ℝ) (M : ℝ) (by exact_mod_cast hJ)]
  obtain ⟨n, rfl⟩ : ∃ n, J = n + 1 := ⟨J - 1, by omega⟩
  -- only the two neighbouring levels contribute
  have hsub : ({n, n + 2} : Finset ℕ) ⊆ (range N).erase (n + 1) := by
    intro K hK
    simp only [mem_insert, mem_singleton] at hK
    simp only [mem_erase, mem_range]
    omega
  have hzero : ∀ K ∈ (range N).erase (n + 1), K ∉ ({n, n + 2} : Finset ℕ) →
      couplingSq w M (n + 1) K / (level B (n + 1) - level B K) = 0 := by
    intro K _ hK
    simp only [mem_insert, mem_singleton, not_or] at hK
    have h : couplingSq w M (n + 1) K = 0 := by
      unfold couplingSq
      rw [if_neg (by omega), if_neg (by omega)]
    rw [h, zero_div]
  have hdown : couplingSq w M (n + 1) n = w ^ 2 * cosSq n M := by
    unfold couplingSq
    rw [if_neg (by omega), if_pos rfl]
  have hup : couplingSq w M (n + 1) (n + 2) = w ^ 2 * cosSq ((n + 1 : ℕ) : ℝ) M := by
    unfold couplingSq
    rw [if_pos rfl]
  -- the energy denominators
  have hgd : level B (n + 1) - level B n = 2 * B * ((n : ℝ) + 1) := by
    unfold level
    push_cast
    ring
  have hgu : level B (n + 1) - level B (n + 2) = -(2 * B * ((n : ℝ) + 1 + 1)) := by
    unfold level
    push_cast
    ring
  unfold starkShift starkFactor
  rw [← sum_subset hsub hzero, sum_pair (by omega), hdown, hup, hgd, hgu,
    show ((n + 1 : ℕ) : ℝ) - 1 = n by push_cast; ring]
  generalize cosSq ((n + 1 : ℕ) : ℝ) M = u
  generalize cosSq (n : ℝ) M = d
  have h1 : (n : ℝ) + 1 ≠ 0 := by positivity
  have h2 : (n : ℝ) + 1 + 1 ≠ 0 := by positivity
  push_cast
  field_simp
  ring
```

## (c) A sum over projections

**Task.** For every natural number $J$ and real $c$, show that

$$\sum_{M=-J}^{J}(c-M^2)=(2J+1)\left(c-\frac{J(J+1)}3\right).$$

**Solution.** At $J=0$ both sides equal $c$. Going from $n$ to $n+1$ adds $M=\pm(n+1)$, hence $2c-2(n+1)^2$. The coefficient of $c$ becomes $2n+3$, and the rest is

$$-\frac{(n+1)\,[\,n(2n+1)+6(n+1)\,]}3=-\frac{(n+1)(n+2)(2n+3)}3,$$

as required. `hset` expresses the enlarged range `Icc` as the old one with two inserted elements.

```lean
/-- The sum of `c - M²` over the `2J + 1` projections `M = -J, ..., J`. -/
theorem sum_sub_sq (J : ℕ) (c : ℝ) :
    ∑ M ∈ Icc (-(J : ℤ)) J, (c - (M : ℝ) ^ 2) =
      (2 * J + 1) * (c - (J : ℝ) * (J + 1) / 3) := by
  induction J with
  | zero => simp
  | succ n ih =>
    -- the new multiplet adds the two projections of largest magnitude
    have hset : Icc (-((n + 1 : ℕ) : ℤ)) ((n + 1 : ℕ) : ℤ) =
        insert (-((n : ℤ) + 1)) (insert ((n : ℤ) + 1) (Icc (-(n : ℤ)) n)) := by
      ext M
      simp only [mem_insert, mem_Icc]
      omega
    rw [hset, sum_insert (by simp only [mem_insert, mem_Icc]; omega),
      sum_insert (by simp only [mem_Icc]; omega), ih]
    push_cast
    ring
```

## (d) Total strength upward

**Task.** For every natural number $J$, show that

$$\sum_{M=-J}^{J}a(J,M)=\frac{J+1}3.$$

**Solution.** Use (c) with $c=(J+1)^2$ and cancel $2J+1$:

$$\frac{(J+1)^2-J(J+1)/3}{2J+3}=\frac{(J+1)(2J+3)}{3(2J+3)}=\frac{J+1}3.$$

`sum_div` takes the constant denominator out of the sum before (c) is applied.

```lean
/-- The squared matrix elements of `cos θ` from level `J` up to `J + 1`, summed over `M`,
give `(J + 1)/3`. -/
theorem sum_cosSq_up (J : ℕ) :
    ∑ M ∈ Icc (-(J : ℤ)) J, cosSq J M = ((J : ℝ) + 1) / 3 := by
  simp only [cosSq]
  rw [← sum_div, sum_sub_sq]
  field_simp
  ring
```

## (e) Total strength downward

**Task.** For every natural number $J$, show that

$$\sum_{M=-J}^{J}a(J-1,M)=\frac J3.$$

**Solution.** Here $a(J-1,M)=(J^2-M^2)/((2J-1)(2J+1))$. With $c=J^2$ in (c),

$$\frac{J^2-J(J+1)/3}{2J-1}=\frac{J(2J-1)}{3(2J-1)}=\frac J3.$$

The division is allowed because $2J$ is even and cannot equal 1, which is how `h1` is proved. At $J=0$ there is no lower level, and the formula gives $a(-1,0)=0$.

```lean
/-- The squared matrix elements of `cos θ` from level `J` down to `J - 1`, summed over `M`, give
`J/3`; for `J = 0`, where there is no lower level, the formula gives `0`. -/
theorem sum_cosSq_down (J : ℕ) :
    ∑ M ∈ Icc (-(J : ℤ)) J, cosSq ((J : ℝ) - 1) M = (J : ℝ) / 3 := by
  have h1 : 2 * (J : ℝ) - 1 ≠ 0 := by
    intro h
    have h' : 2 * (J : ℝ) = 1 := by linarith
    have h'' : 2 * J = 1 := by exact_mod_cast h'
    omega
  have h2 : 2 * (J : ℝ) + 1 ≠ 0 := by positivity
  simp only [cosSq]
  rw [← sum_div, sum_sub_sq, show 2 * ((J : ℝ) - 1) + 1 = 2 * J - 1 by ring,
    show 2 * ((J : ℝ) - 1) + 3 = 2 * J + 1 by ring]
  field_simp
  ring
```

## (f) The zero sum

**Task.** For every natural number $J\ge1$, show that

$$\sum_{M=-J}^{J}F(J,M)=0.$$

**Solution.** Divide (e) by $J$ and (d) by $J+1$. Each gives $1/3$ (`hd` and `hu`), and the difference vanishes. Combined with (b), this means that the mean energy of a rigid-rotor level with $J\ge1$ does not move at second order in the dipole coupling $w$.

For $J=1$, the closed form gives $F(1,0)=2/10=1/5$ and $F(1,\pm1)=-1/10$, and indeed $1/5-2/10=0$. The shifts are $w^2/(10B)$ and $-w^2/(20B)$.

```lean
/-- For `J ≥ 1` the Stark factors of the states `M = -J, ..., J` sum to zero. -/
theorem sum_starkFactor (J : ℕ) (hJ : 1 ≤ J) :
    ∑ M ∈ Icc (-(J : ℤ)) J, starkFactor J M = 0 := by
  have h0 : (J : ℝ) ≠ 0 := by
    exact_mod_cast (by omega : J ≠ 0)
  have h1 : (J : ℝ) + 1 ≠ 0 := by positivity
  -- the two sums, divided by `J` and by `J + 1`, both equal one third
  have hd : (J : ℝ) / 3 / J = 1 / 3 := by field_simp
  have hu : ((J : ℝ) + 1) / 3 / (J + 1) = 1 / 3 := by field_simp
  simp only [starkFactor]
  rw [sum_sub_distrib, ← sum_div, ← sum_div, sum_cosSq_down, sum_cosSq_up, hd, hu, sub_self]
```

## (g) Which components rise

**Task.** For real $J\ge1$ and real $M$, show that

$$F(J,M)>0\iff 3M^2<J(J+1).$$

**Solution.** The denominator in (a) is positive, so the sign of $F$ is that of $J(J+1)-3M^2$. For $B>0$ and $w\neq0$, these are the states whose energy rises with the field at second order. `lt_div_iff₀` clears the positive denominator.

```lean
/-- For `J ≥ 1` the Stark factor is positive exactly when `3M² < J(J + 1)`. -/
theorem starkFactor_pos_iff (J M : ℝ) (hJ : 1 ≤ J) :
    0 < starkFactor J M ↔ 3 * M ^ 2 < J * (J + 1) := by
  have h0 : 0 < J := by linarith
  have h1 : 0 < 2 * J - 1 := by linarith
  have hden : 0 < J * (J + 1) * (2 * J - 1) * (2 * J + 3) := by positivity
  rw [starkFactor_eq J M hJ, lt_div_iff₀ hden, zero_mul, sub_pos]
```

## (h) The ground level

**Task.** For $J=M=0$, $B\ne0$ and $N>1$, show that the shift $\Delta_0$ satisfies

$$6B\,\Delta_0=-w^2.$$

**Solution.** Only $K=1$ is coupled. With $a(0,0)=1/3$ and $E_0-E_1=-2B$,

$$\Delta_0=\frac{w^2/3}{-2B}=-\frac{w^2}{6B}.$$

With no lower neighbour to push it up, the ground level falls when $B>0$ and $w\ne0$. `sum_eq_single` isolates the term $K=1$; `hc` and `hl` evaluate its numerator and denominator.

```lean
/-- The second-order Stark shift of the level `J = 0`, multiplied by `6B`, is `-w²`, for `B ≠ 0` and
every cutoff that includes the level `J = 1`. -/
theorem starkShift_ground (N : ℕ) (B w : ℝ) (hB : B ≠ 0) (hN : 1 < N) :
    6 * B * starkShift N B w 0 0 = -w ^ 2 := by
  -- only the level `J = 1` is coupled
  have hs : starkShift N B w 0 0 = couplingSq w 0 0 1 / (level B 0 - level B 1) := by
    unfold starkShift
    apply sum_eq_single 1
    · intro K hK h1
      have hK0 := ne_of_mem_erase hK
      have h : couplingSq w 0 0 K = 0 := by
        unfold couplingSq
        rw [if_neg (by omega), if_neg (by omega)]
      rw [h, zero_div]
    · intro h
      exfalso
      apply h
      simp only [mem_erase, mem_range]
      omega
  have hc : couplingSq w 0 0 1 = w ^ 2 / 3 := by
    unfold couplingSq
    rw [if_pos rfl]
    unfold cosSq
    push_cast
    ring
  have hl : level B 0 - level B 1 = -(2 * B) := by
    unfold level
    push_cast
    ring
  rw [hs, hc, hl]
  linear_combination (-(w ^ 2)) * mul_inv_cancel₀ hB

end

end RotorStarkEffect
```

```lean
#print axioms RotorStarkEffect.starkShift_eq
#print axioms RotorStarkEffect.sum_starkFactor
#print axioms RotorStarkEffect.starkFactor_pos_iff
#print axioms RotorStarkEffect.starkShift_ground
```

```
'RotorStarkEffect.starkShift_eq' depends on axioms: [propext, Classical.choice, Quot.sound]
'RotorStarkEffect.sum_starkFactor' depends on axioms: [propext, Classical.choice, Quot.sound]
'RotorStarkEffect.starkFactor_pos_iff' depends on axioms: [propext, Classical.choice, Quot.sound]
'RotorStarkEffect.starkShift_ground' depends on axioms: [propext, Classical.choice, Quot.sound]
```
